# The expectation value of a two-site colour swap from the norm of ψ + P_ij ψ

The lemma concerns a finite set of `n` sites, each carrying one of `N` colours, and a state ψ that assigns a complex amplitude to every colour configuration. If P_ij exchanges the colours of sites i and j, it states that ⟨ψ|P_ij|ψ⟩ = ½‖ψ + P_ij ψ‖² − ‖ψ‖². The state need not be normalised; for a normalised one the right-hand side is ½‖ψ + P_ij ψ‖² − 1. The attempt expands the squared norm of the sum into four terms, and uses the fact that a swap merely relabels the configurations to show that the two cross terms are equal and that P_ij ψ has the same norm as ψ.

An attempt in Lean 4 with a fault in it:

```lean
import Mathlib

open Finset ComplexConjugate

namespace SwapExpectation

noncomputable section

/-- States of `n` sites with `N` colours: complex functions of the colour configuration. -/
abbrev State (n N : ℕ) := (Fin n → Fin N) → ℂ

variable {n N : ℕ}

/-- The swap `P_ij`, which exchanges the colours of sites `i` and `j`. -/
def swapOp (i j : Fin n) (ψ : State n N) : State n N :=
  fun c => ψ (c ∘ Equiv.swap i j)

/-- The squared norm of a state. -/
def weight (ψ : State n N) : ℝ := ∑ c, ‖ψ c‖ ^ 2

/-- The unnormalised expectation value of one swap is half the squared norm of `ψ + P_ij ψ` minus
the squared norm of `ψ`. -/
theorem swap_expectation (i j : Fin n) (ψ : State n N) :
    ∑ c, conj (ψ c) * swapOp i j ψ c =
      ((1 / 2 * ∑ c, ‖ψ c + swapOp i j ψ c‖ ^ 2 - weight ψ : ℝ) : ℂ) := by
  have hs : ∀ c : Fin n → Fin N, (c ∘ Equiv.swap i j) ∘ Equiv.swap i j = c := by
    intro c
    funext k
    simp
  -- a swap only relabels the configurations that are summed over
  have re : ∀ f : (Fin n → Fin N) → ℂ, ∑ c, f (c ∘ Equiv.swap i j) = ∑ c, f c :=
    fun f => Equiv.sum_comp (Function.Involutive.toPerm _ hs) f
  have h1 : ∑ c, conj (swapOp i j ψ c) * ψ c = ∑ c, conj (ψ c) * swapOp i j ψ c := by
    rw [← re (fun c => conj (ψ c) * swapOp i j ψ c)]
    simp only [swapOp, hs]
  have h2 : ∑ c, conj (swapOp i j ψ c) * swapOp i j ψ c = ∑ c, conj (ψ c) * ψ c :=
    re (fun c => conj (ψ c) * ψ c)
  have h3 : ((∑ c, ‖ψ c + swapOp i j ψ c‖ ^ 2 : ℝ) : ℂ) =
      ∑ c, conj (ψ c) * ψ c + ∑ c, conj (ψ c) * swapOp i j ψ c
        + ∑ c, conj (swapOp i j ψ c) * ψ c
        + ∑ c, conj (swapOp i j ψ c) * swapOp i j ψ c := by
    rw [Complex.ofReal_sum, ← sum_add_distrib, ← sum_add_distrib, ← sum_add_distrib]
    refine sum_congr rfl fun c _ => ?_
    rw [Complex.ofReal_pow, ← Complex.conj_mul', map_add]
    ring
  have h4 : (weight ψ : ℂ) = ∑ c, conj (ψ c) * ψ c := by
    unfold weight
    rw [Complex.ofReal_sum]
    refine sum_congr rfl fun c _ => ?_
    rw [Complex.ofReal_pow, ← Complex.conj_mul']
  rw [Complex.ofReal_sub, Complex.ofReal_mul, h3, h4, h1, h2]
  push_cast
  ring

end

end SwapExpectation
```

The compiler's answer:

```
Main.lean:32:58: error: Application type mismatch: The argument
  hs
has type
  ∀ (c : Fin n → Fin N), (c ∘ ⇑(Equiv.swap i j)) ∘ ⇑(Equiv.swap i j) = c
but is expected to have type
  Function.Involutive ?m.123
in the application
  Function.Involutive.toPerm ?m.123 hs
```

Fix (accepted with no message):

```diff
@@ -30,5 +30,6 @@
   -- a swap only relabels the configurations that are summed over
   have re : ∀ f : (Fin n → Fin N) → ℂ, ∑ c, f (c ∘ Equiv.swap i j) = ∑ c, f c :=
-    fun f => Equiv.sum_comp (Function.Involutive.toPerm _ hs) f
+    fun f => Equiv.sum_comp (Function.Involutive.toPerm
+      (fun c : Fin n → Fin N => c ∘ Equiv.swap i j) hs) f
   have h1 : ∑ c, conj (swapOp i j ψ c) * ψ c = ∑ c, conj (ψ c) * swapOp i j ψ c := by
     rw [← re (fun c => conj (ψ c) * swapOp i j ψ c)]
@@ -36,19 +37,8 @@
   have h2 : ∑ c, conj (swapOp i j ψ c) * swapOp i j ψ c = ∑ c, conj (ψ c) * ψ c :=
     re (fun c => conj (ψ c) * ψ c)
-  have h3 : ((∑ c, ‖ψ c + swapOp i j ψ c‖ ^ 2 : ℝ) : ℂ) =
-      ∑ c, conj (ψ c) * ψ c + ∑ c, conj (ψ c) * swapOp i j ψ c
-        + ∑ c, conj (swapOp i j ψ c) * ψ c
-        + ∑ c, conj (swapOp i j ψ c) * swapOp i j ψ c := by
-    rw [Complex.ofReal_sum, ← sum_add_distrib, ← sum_add_distrib, ← sum_add_distrib]
-    refine sum_congr rfl fun c _ => ?_
-    rw [Complex.ofReal_pow, ← Complex.conj_mul', map_add]
-    ring
-  have h4 : (weight ψ : ℂ) = ∑ c, conj (ψ c) * ψ c := by
-    unfold weight
-    rw [Complex.ofReal_sum]
-    refine sum_congr rfl fun c _ => ?_
-    rw [Complex.ofReal_pow, ← Complex.conj_mul']
-  rw [Complex.ofReal_sub, Complex.ofReal_mul, h3, h4, h1, h2]
+  unfold weight
   push_cast
+  simp only [← Complex.conj_mul', map_add, add_mul, mul_add, sum_add_distrib]
+  rw [h1, h2]
   ring
 
```

What went wrong. The error lies in the relabelling step `re`. `Function.Involutive.toPerm` takes a function and a proof that applying it twice gives back the argument, and here the function was left as `_`. Lean therefore had to find it from the type of `hs`, by matching `?f (?f c)` with `(c ∘ Equiv.swap i j) ∘ Equiv.swap i j`. The unknown function is applied to a term that itself contains the unknown, so this is not a pattern from which Lean can simply read off `?f`, and it reported a type mismatch although `hs` is the right fact.

The repair writes the function out as `fun c : Fin n → Fin N => c ∘ Equiv.swap i j`. With that known, the required involutivity unfolds to exactly what `hs` states.

The other changes are tidying: `h3` and `h4` are dropped, and the norms are expanded directly in the goal by `push_cast` and `simp only` before `h1` and `h2` are used. No message concerned those lines.
